# The semiclassical tunnelling exponent below \(-mc^2\) in a Coulomb field with \(Z\alpha > |\kappa|\)

When a bound level of a very highly charged nucleus sinks below \(-mc^2\), it becomes a resonance in the negative-energy continuum. A first estimate of its width multiplies a prefactor by the barrier factor \(e^{-2S}\), where \(S\) is the integral of the local decay constant across the classically forbidden range of radii. For one electron in an unscreened potential \(-a/r\), and with the leading-order semiclassical decay constant, the turning points and \(S\) have closed forms, so that no root search or quadrature is needed at this step.

## The model and the claim

Take \(m = c = \hbar = 1\), so that radii are in units of \(\hbar/mc\). The energy is \(E = -w\), the potential is \(V = -a/r\) with \(a = Z\alpha\) (nuclear charge times the fine-structure constant), and \(\kappa\) is the Dirac angular quantum number. The radial components \(G, F\) obey
\[ G' + \frac{\kappa}{r} G = (E - V + 1) F, \qquad F' - \frac{\kappa}{r} F = -(E - V - 1) G . \]
Freezing the coefficients at radius \(r\) and inserting \(G, F \propto e^{\lambda r}\) gives \(\lambda^2 = q_2(r)\) with
\[ q_2(r) = 1 + \frac{\kappa^2}{r^2} - \Big(\frac{a}{r} - w\Big)^2 . \]
This expression is the postulate of the model. The condition \(w > 1\) places the energy in the negative continuum, where \(q_2 \to 1 - w^2 < 0\) at large \(r\). The condition \(a > |\kappa|\) says that the attraction beats the centrifugal term near the origin, where \(r^2 q_2 \to \kappa^2 - a^2 < 0\); it is not the criterion for a level to have reached \(-mc^2\), which depends on the nuclear size.

The claim is this. For \(w > 1\) and \(a > |\kappa|\) there are radii \(0 < r_1 < r_2\) at which \(q_2\) vanishes, \(q_2(r) > 0\) for \(r > 0\) exactly when \(r_1 < r < r_2\), and
\[ S = \int_{r_1}^{r_2} \sqrt{q_2(r)}\, dr = \pi \left( \frac{a w}{\sqrt{w^2 - 1}} - \sqrt{a^2 - \kappa^2} \right) . \]
Moreover \(S > \pi(a - \sqrt{a^2 - \kappa^2}) \ge 0\), and as \(w \to 1^+\) at fixed \(a, \kappa\), \(S \to \infty\) and \(e^{-2S} \to 0\).

## Turning points, integral and threshold

Write \(A = w^2 - 1 > 0\). Then
\[ r^2 q_2 = r^2 + \kappa^2 - (a - w r)^2 = -A r^2 + 2 a w\, r - (a^2 - \kappa^2). \]
The reduced discriminant is \(a^2 w^2 - A(a^2 - \kappa^2) = a^2 + \kappa^2 A = D^2\) with \(D > 0\), so the roots are \(r_{1} = (a w - D)/A\) and \(r_2 = (a w + D)/A\). Their sum and product satisfy
\[ A (r_1 + r_2) = 2 a w, \qquad A\, r_1 r_2 = a^2 - \kappa^2 , \]
and therefore \(q_2 = A (r - r_1)(r_2 - r)/r^2\). Now \(r_2 > 0\) because \(aw\), \(D\) and \(A\) are positive, the product \(r_1 r_2\) is positive because \(a^2 > \kappa^2\), and so \(r_1 > 0\); also \(r_1 < r_2\) because \(D > 0\). The sign of \(q_2\) is the sign of \((r - r_1)(r_2 - r)\).

For the integral let \(0 < p < q\), \(s(r) = \sqrt{(r - p)(q - r)}\), \(g = \sqrt{pq}\), and
\[ u_1 = \frac{2r - p - q}{q - p}, \qquad u_2 = \frac{p + q - 2pq/r}{q - p}, \qquad \Phi = s + \frac{p + q}{2} \arcsin u_1 - g \arcsin u_2 . \]
Expanding the squares gives \(1 - u_1^2 = \big(2s/(q - p)\big)^2\) and \(1 - u_2^2 = \big(2 g s/((q - p) r)\big)^2\). With \(u_1' = 2/(q - p)\) and \(u_2' = 2pq/(r^2 (q - p))\) this yields \((\arcsin u_1)' = 1/s\) and \((\arcsin u_2)' = g/(r s)\) for \(p < r < q\). Since \(s' = (p + q - 2r)/(2s)\),
\[ \Phi' = \frac{(p + q) r - r^2 - pq}{r s} = \frac{s^2}{r s} = \frac{s}{r} . \]
At the ends \(s = 0\), and both \(u_1\) and \(u_2\) run from \(-1\) at \(p\) to \(+1\) at \(q\), so each arcsine rises by \(\pi\):
\[ \int_p^q \frac{s}{r}\, dr = \pi \Big( \frac{p + q}{2} - \sqrt{pq} \Big) . \]
On \([r_1, r_2]\) the integrand of \(S\) is \(\sqrt{A}\, s/r\) with \(p = r_1\), \(q = r_2\). The sum and product give \(\sqrt{A}\,(r_1 + r_2)/2 = a w/\sqrt{A}\) and \(\sqrt{A}\sqrt{r_1 r_2} = \sqrt{a^2 - \kappa^2}\), which is the closed form.

The lower bound follows from \(\sqrt{A} < w\), which makes \(a w/\sqrt{A} > a\), together with \(\sqrt{a^2 - \kappa^2} \le a\). For the limit, \(w > 1\) gives \(S \ge \pi(a/\sqrt{A} - \sqrt{a^2 - \kappa^2})\), and the right side diverges as \(A \to 0^+\).

## The definitions in Lean

```lean
import Mathlib

open Real Set Filter Topology

namespace SupercriticalBarrier

noncomputable section
```

All four arguments of `q2` are real numbers. In particular `κ` is not restricted to nonzero integers, and only its square enters. The Dirac equation does not appear, so the theorems concern this function and say nothing on the accuracy of the semiclassical approximation, on the prefactor of the width, or on which \(w\) a given nucleus produces.

```lean
/-- Squared semiclassical decay constant of a radial Dirac electron of energy `-w` (units of
`mc²`) with angular quantum number `κ` in the Coulomb potential `-a / r`. -/
def q2 (κ a w r : ℝ) : ℝ := 1 + κ ^ 2 / r ^ 2 - (a / r - w) ^ 2
```

`disc` is \(D\), and `rIn`, `rOut` are \(r_1\), \(r_2\), defined by the explicit formulas; that they are zeros of `q2` is proved afterwards.

```lean
/-- Square root of the reduced discriminant of the quadratic `r² q2(r)`. -/
def disc (κ a w : ℝ) : ℝ := √(a ^ 2 + κ ^ 2 * (w ^ 2 - 1))

/-- The inner turning radius. -/
def rIn (κ a w : ℝ) : ℝ := (a * w - disc κ a w) / (w ^ 2 - 1)

/-- The outer turning radius. -/
def rOut (κ a w : ℝ) : ℝ := (a * w + disc κ a w) / (w ^ 2 - 1)
```

`tunnelExponent` is \(S\), defined as the interval integral and not by its closed form. The potential is \(-a/r\) across the whole barrier, which describes an extended nucleus only when its radius is below \(r_1\) and screening is neglected.

```lean
/-- The tunnelling exponent: the integral of `√q2` between the two turning radii. -/
def tunnelExponent (κ a w : ℝ) : ℝ := ∫ r in rIn κ a w..rOut κ a w, √(q2 κ a w r)
```

## Factorisation and sign of \(q_2\)

`vieta` needs only `1 < w`. It clears the denominators in `hx` and `hy`, records \(D^2 = a^2 + \kappa^2 A\) as `hd`, and obtains the product relation by multiplying the two cleared equations and cancelling one factor \(A\).

```lean
/-- Sum and product of the two turning radii for `w > 1`. -/
theorem vieta (κ a : ℝ) {w : ℝ} (hw : 1 < w) :
    (w ^ 2 - 1) * (rIn κ a w + rOut κ a w) = 2 * a * w ∧
    (w ^ 2 - 1) * (rIn κ a w * rOut κ a w) = a ^ 2 - κ ^ 2 := by
  have hA : 0 < w ^ 2 - 1 := by nlinarith
  have hd : disc κ a w ^ 2 = a ^ 2 + κ ^ 2 * (w ^ 2 - 1) :=
    Real.sq_sqrt (add_nonneg (sq_nonneg _) (mul_nonneg (sq_nonneg _) hA.le))
  have hx : (w ^ 2 - 1) * rIn κ a w = a * w - disc κ a w := by
    rw [rIn, ← mul_div_assoc, mul_div_cancel_left₀ _ hA.ne']
  have hy : (w ^ 2 - 1) * rOut κ a w = a * w + disc κ a w := by
    rw [rOut, ← mul_div_assoc, mul_div_cancel_left₀ _ hA.ne']
  refine ⟨by linear_combination hx + hy, mul_left_cancel₀ hA.ne' ?_⟩
  linear_combination ((w ^ 2 - 1) * rOut κ a w) * hx + (a * w - disc κ a w) * hy - hd
```

`q2_factor` first forms \(r^2 q_2\) and then matches the coefficients of the quadratic with `linear_combination (-r) * h1 + h2`.

```lean
/-- For `w > 1` and `r ≠ 0`, `q2` factorises over the two turning radii. -/
theorem q2_factor (κ a : ℝ) {w r : ℝ} (hw : 1 < w) (hr : r ≠ 0) :
    q2 κ a w r = (w ^ 2 - 1) * ((r - rIn κ a w) * (rOut κ a w - r)) / r ^ 2 := by
  obtain ⟨h1, h2⟩ := vieta κ a hw
  have h : q2 κ a w r * r ^ 2 = r ^ 2 + κ ^ 2 - (a - w * r) ^ 2 := by
    unfold q2
    field_simp
  rw [eq_div_iff (pow_ne_zero 2 hr), h]
  linear_combination (-r) * h1 + h2
```

`turning_points` brings in `|κ| < a` and follows the order used above: \(D > 0\), then \(r_2 > 0\), then the positive product `hxy`, then \(r_1 > 0\). The two zeros are read from the factorised form.

```lean
/-- For `w > 1` and `a > |κ|` the turning radii satisfy `0 < rIn < rOut` and `q2` vanishes
at both. -/
theorem turning_points {κ a w : ℝ} (hw : 1 < w) (ha : |κ| < a) :
    0 < rIn κ a w ∧ rIn κ a w < rOut κ a w ∧
    q2 κ a w (rIn κ a w) = 0 ∧ q2 κ a w (rOut κ a w) = 0 := by
  have hA : 0 < w ^ 2 - 1 := by nlinarith
  have ha0 : 0 < a := (abs_nonneg κ).trans_lt ha
  have hC : κ ^ 2 < a ^ 2 := by
    have := pow_lt_pow_left₀ ha (abs_nonneg κ) two_ne_zero
    rwa [sq_abs] at this
  have hd : 0 < disc κ a w :=
    Real.sqrt_pos.mpr
      (add_pos_of_pos_of_nonneg (pow_pos ha0 2) (mul_nonneg (sq_nonneg _) hA.le))
  have hy : 0 < rOut κ a w := div_pos (add_pos (mul_pos ha0 (by linarith)) hd) hA
  -- the product of the radii is positive because a² > κ²
  have hxy : 0 < rIn κ a w * rOut κ a w :=
    (mul_pos_iff_of_pos_left hA).mp (by rw [(vieta κ a hw).2]; linarith)
  have hx : 0 < rIn κ a w := (mul_pos_iff_of_pos_right hy).mp hxy
  refine ⟨hx, div_lt_div_of_pos_right (by linarith) hA, ?_, ?_⟩
  · rw [q2_factor κ a hw hx.ne']; simp
  · rw [q2_factor κ a hw hy.ne']; simp
```

In `q2_pos_iff` the positive factors \(A\) and \(r^2\) are stripped off. If \(r \le r_1\) or \(r \ge r_2\), then \((r - r_1)(r_2 - r) \le 0\), which contradicts positivity; the converse is a product of two positive numbers.

```lean
/-- For `w > 1`, `a > |κ|` and `r > 0`, `q2(r)` is positive exactly between the turning radii. -/
theorem q2_pos_iff {κ a w r : ℝ} (hw : 1 < w) (ha : |κ| < a) (hr : 0 < r) :
    0 < q2 κ a w r ↔ rIn κ a w < r ∧ r < rOut κ a w := by
  have hA : 0 < w ^ 2 - 1 := by nlinarith
  have hxy := (turning_points hw ha).2.1
  rw [q2_factor κ a hw hr.ne', div_pos_iff_of_pos_right (pow_pos hr 2),
    mul_pos_iff_of_pos_left hA]
  constructor
  · intro h
    constructor
    · by_contra hc
      have h1 : 0 ≤ rIn κ a w - r := by linarith [not_lt.mp hc]
      have h2 : 0 ≤ rOut κ a w - r := by linarith
      nlinarith [mul_nonneg h1 h2]
    · by_contra hc
      have h1 : 0 ≤ r - rOut κ a w := by linarith [not_lt.mp hc]
      have h2 : 0 ≤ r - rIn κ a w := by linarith
      nlinarith [mul_nonneg h1 h2]
  · rintro ⟨h1, h2⟩
    exact mul_pos (sub_pos.mpr h1) (sub_pos.mpr h2)
```

## The integral between two radii

`hasDerivAt_arcsin_comp` packages the chain rule in the form used twice above: when \(1 - f(r)^2 = v^2\) with \(v > 0\), the function \(\arcsin f\) has derivative \(f'/v\) at \(r\). Positivity of \(v\) keeps \(f(r)\) away from \(\pm 1\), where the arcsine has no derivative.

```lean
/-- Chain rule for `arcsin f`: if `1 - f(r)² = v²` with `v > 0`, the derivative is `f' / v`. -/
theorem hasDerivAt_arcsin_comp (f : ℝ → ℝ) (f' v r : ℝ) (hf : HasDerivAt f f' r)
    (hv : 0 < v) (h : 1 - f r ^ 2 = v ^ 2) :
    HasDerivAt (fun x => arcsin (f x)) (1 / v * f') r := by
  have h1 : f r ≠ -1 := by intro hu; rw [hu] at h; nlinarith [pow_pos hv 2]
  have h2 : f r ≠ 1 := by intro hu; rw [hu] at h; nlinarith [pow_pos hv 2]
  have h3 := Real.hasDerivAt_arcsin h1 h2
  rw [h, Real.sqrt_sq hv.le] at h3
  exact h3.comp r hf
```

The separate terms of \(\Phi\) have derivatives that diverge at \(p\) and \(q\), so `arc_integral` uses the version of the fundamental theorem that asks for continuity on `Icc p q` (`hcont`) and a derivative only on `Ioo p q` (`hderiv`). The identities for \(1 - u_1^2\) and \(1 - u_2^2\) are `e1` and `e2`, the arcsine derivatives are `a1` and `a2`, and `v1` to `v4` are the endpoint values \(\pm 1\).

```lean
/-- For `0 < p < q`, the integral of `√((r-p)(q-r)) / r` over `[p, q]` is `π` times the
difference of the arithmetic and geometric means of `p` and `q`. -/
theorem arc_integral {p q : ℝ} (hp : 0 < p) (hpq : p < q) :
    ∫ r in p..q, √((r - p) * (q - r)) / r = π * ((p + q) / 2 - √(p * q)) := by
  have hq : 0 < q := hp.trans hpq
  have hd : 0 < q - p := sub_pos.mpr hpq
  have hg : √(p * q) ^ 2 = p * q := Real.sq_sqrt (mul_pos hp hq).le
  have hg0 : 0 < √(p * q) := Real.sqrt_pos.mpr (mul_pos hp hq)
  generalize √(p * q) = g at hg hg0 ⊢
  have hne : ∀ r ∈ Icc p q, r ≠ 0 := fun r hr => (hp.trans_le hr.1).ne'
  have c0 : Continuous fun r : ℝ => √((r - p) * (q - r)) := by fun_prop
  have c1 : Continuous fun r : ℝ => (2 * r - p - q) / (q - p) := by fun_prop
  have c2 : ContinuousOn (fun r : ℝ => (p + q - 2 * p * q / r) / (q - p)) (Icc p q) :=
    (continuousOn_const.sub (continuousOn_const.div continuousOn_id hne)).div_const _
  have hc : ContinuousOn (fun r : ℝ => √((r - p) * (q - r)) / r) (Icc p q) :=
    c0.continuousOn.div continuousOn_id hne
  -- the antiderivative is continuous on the closed interval
  have hcont : ContinuousOn (fun r : ℝ => √((r - p) * (q - r))
      + (p + q) / 2 * arcsin ((2 * r - p - q) / (q - p))
      - g * arcsin ((p + q - 2 * p * q / r) / (q - p))) (Icc p q) :=
    (c0.add (continuous_const.mul (Real.continuous_arcsin.comp c1))).continuousOn.sub
      (continuousOn_const.mul (Real.continuous_arcsin.comp_continuousOn c2))
  -- and differentiable inside, with the integrand as derivative
  have hderiv : ∀ r ∈ Ioo p q, HasDerivAt (fun r : ℝ => √((r - p) * (q - r))
      + (p + q) / 2 * arcsin ((2 * r - p - q) / (q - p))
      - g * arcsin ((p + q - 2 * p * q / r) / (q - p))) (√((r - p) * (q - r)) / r) r := by
    intro r hr
    have hr0 : 0 < r := hp.trans hr.1
    have hP : 0 < (r - p) * (q - r) := mul_pos (sub_pos.mpr hr.1) (sub_pos.mpr hr.2)
    obtain ⟨s, hsdef⟩ : ∃ s, s = √((r - p) * (q - r)) := ⟨_, rfl⟩
    have hs : s ^ 2 = (r - p) * (q - r) := by rw [hsdef]; exact Real.sq_sqrt hP.le
    have hs0 : 0 < s := by rw [hsdef]; exact Real.sqrt_pos.mpr hP
    have d0 : HasDerivAt (fun r : ℝ => (r - p) * (q - r)) (p + q - 2 * r) r :=
      (((hasDerivAt_id' r).sub_const p).fun_mul
        ((hasDerivAt_id' r).const_sub q)).congr_deriv (by ring)
    have d1 : HasDerivAt (fun r : ℝ => √((r - p) * (q - r))) ((p + q - 2 * r) / (2 * s)) r := by
      rw [hsdef]; exact d0.sqrt hP.ne'
    have u1 : HasDerivAt (fun r : ℝ => (2 * r - p - q) / (q - p)) (2 / (q - p)) r :=
      (((((hasDerivAt_id' r).const_mul 2).sub_const p).sub_const q).div_const
        (q - p)).congr_deriv (by ring)
    have u2 : HasDerivAt (fun r : ℝ => (p + q - 2 * p * q / r) / (q - p))
        (2 * p * q / r ^ 2 / (q - p)) r :=
      ((((hasDerivAt_const r (2 * p * q)).fun_div (hasDerivAt_id' r) hr0.ne').const_sub
        (p + q)).div_const (q - p)).congr_deriv (by ring)
    have e1 : 1 - ((2 * r - p - q) / (q - p)) ^ 2 = (2 * s / (q - p)) ^ 2 := by
      rw [div_pow (2 * s), mul_pow, hs]
      field_simp
      ring
    have e2 : 1 - ((p + q - 2 * p * q / r) / (q - p)) ^ 2
        = (2 * g * s / ((q - p) * r)) ^ 2 := by
      have h : (2 * g * s) ^ 2 = 4 * (p * q) * ((r - p) * (q - r)) := by
        rw [mul_pow, mul_pow, hg, hs]; ring
      rw [div_pow (2 * g * s), h]
      field_simp
      ring
    have a1 := hasDerivAt_arcsin_comp _ _ _ r u1 (by positivity) e1
    have a2 := hasDerivAt_arcsin_comp _ _ _ r u2 (by positivity) e2
    refine ((d1.fun_add (a1.const_mul ((p + q) / 2))).fun_sub (a2.const_mul g)).congr_deriv ?_
    have h : s / r = (r - p) * (q - r) / (r * s) := by
      rw [← hs]
      field_simp
    rw [← hsdef, h]
    field_simp
    ring
  have key := intervalIntegral.integral_eq_sub_of_hasDerivAt_of_le hpq.le hcont hderiv
    (hc.intervalIntegrable_of_Icc hpq.le)
  refine key.trans ?_
  -- both arcsine arguments run from -1 to 1
  have v1 : (2 * q - p - q) / (q - p) = 1 := by rw [div_eq_iff hd.ne']; ring
  have v2 : (2 * p - p - q) / (q - p) = -1 := by rw [div_eq_iff hd.ne']; ring
  have v3 : (p + q - 2 * p * q / q) / (q - p) = 1 := by
    rw [div_eq_iff hd.ne']
    field_simp
    ring
  have v4 : (p + q - 2 * p * q / p) / (q - p) = -1 := by
    rw [div_eq_iff hd.ne']
    field_simp
    ring
  simp only [v1, v2, v3, v4, Real.arcsin_one, Real.arcsin_neg_one, sub_self, mul_zero,
    zero_mul, Real.sqrt_zero]
  ring
```

## The exponent, its lower bound and the threshold limit

`tunnelExponent_eq` rewrites the integrand as \(\sqrt{A}\, s/r\) in `hI`, pulls out the constant, applies `arc_integral`, and converts the arithmetic and geometric means through `hm` and `hg`.

```lean
/-- For `w > 1` and `a > |κ|` the tunnelling exponent is
`π (a w / √(w² - 1) - √(a² - κ²))`. -/
theorem tunnelExponent_eq {κ a w : ℝ} (hw : 1 < w) (ha : |κ| < a) :
    tunnelExponent κ a w = π * (a * w / √(w ^ 2 - 1) - √(a ^ 2 - κ ^ 2)) := by
  have hA : 0 < w ^ 2 - 1 := by nlinarith
  obtain ⟨hx, hxy, -, -⟩ := turning_points hw ha
  obtain ⟨h1, h2⟩ := vieta κ a hw
  have hI : tunnelExponent κ a w = ∫ r in rIn κ a w..rOut κ a w,
      √(w ^ 2 - 1) * (√((r - rIn κ a w) * (rOut κ a w - r)) / r) := by
    refine intervalIntegral.integral_congr fun r hr => ?_
    rw [uIcc_of_le hxy.le] at hr
    have hr0 : 0 < r := hx.trans_le hr.1
    show √(q2 κ a w r) = √(w ^ 2 - 1) * (√((r - rIn κ a w) * (rOut κ a w - r)) / r)
    rw [q2_factor κ a hw hr0.ne', Real.sqrt_div' _ (sq_nonneg r), Real.sqrt_sq hr0.le,
      Real.sqrt_mul hA.le, mul_div_assoc]
  -- the two means of the radii follow from their sum and product
  have ht : √(w ^ 2 - 1) ^ 2 = w ^ 2 - 1 := Real.sq_sqrt hA.le
  have hm : a * w / √(w ^ 2 - 1) = √(w ^ 2 - 1) * ((rIn κ a w + rOut κ a w) / 2) := by
    rw [div_eq_iff (Real.sqrt_pos.mpr hA).ne']
    linear_combination (-1 / 2) * h1 - (rIn κ a w + rOut κ a w) / 2 * ht
  have hg : √(a ^ 2 - κ ^ 2) = √(w ^ 2 - 1) * √(rIn κ a w * rOut κ a w) := by
    rw [← h2, Real.sqrt_mul hA.le]
  rw [hI, intervalIntegral.integral_const_mul, arc_integral hx hxy, hm, hg]
  ring
```

`tunnelExponent_gt` combines `h1`, \(\sqrt{a^2 - \kappa^2} \le a\), with `h3`, \(a < a w/\sqrt{A}\). At \(\kappa = 0\), which the hypotheses admit, the bound reads \(S > 0\).

```lean
/-- For `w > 1` and `a > |κ|` the tunnelling exponent exceeds `π (a - √(a² - κ²))`, which is
nonnegative. -/
theorem tunnelExponent_gt {κ a w : ℝ} (hw : 1 < w) (ha : |κ| < a) :
    0 ≤ π * (a - √(a ^ 2 - κ ^ 2)) ∧ π * (a - √(a ^ 2 - κ ^ 2)) < tunnelExponent κ a w := by
  have hA : 0 < w ^ 2 - 1 := by nlinarith
  have ha0 : 0 < a := (abs_nonneg κ).trans_lt ha
  have h1 : √(a ^ 2 - κ ^ 2) ≤ a :=
    Real.sqrt_le_iff.mpr ⟨ha0.le, by nlinarith [sq_nonneg κ]⟩
  have h2 : √(w ^ 2 - 1) < w := (Real.sqrt_lt' (by linarith)).mpr (by linarith)
  have h3 : a < a * w / √(w ^ 2 - 1) :=
    (lt_div_iff₀ (Real.sqrt_pos.mpr hA)).mpr (mul_lt_mul_of_pos_left h2 ha0)
  refine ⟨mul_nonneg pi_pos.le (by linarith), ?_⟩
  rw [tunnelExponent_eq hw ha]
  exact mul_lt_mul_of_pos_left (by linarith) pi_pos
```

The filter `𝓝[>] 1` is the approach to \(w = 1\) from above; it excludes \(w = 1\) itself, where the formulas for the radii have a zero denominator. `t0` sends \(\sqrt{A}\) to zero through positive values, `t1` inverts it, `t2` is the divergence of the comparison function, and `tendsto_atTop_mono'` transfers it to \(S\).

```lean
/-- For `a > |κ|` the tunnelling exponent tends to infinity as `w → 1⁺`. -/
theorem tunnelExponent_tendsto_atTop {κ a : ℝ} (ha : |κ| < a) :
    Tendsto (tunnelExponent κ a) (𝓝[>] 1) atTop := by
  have ha0 : 0 < a := (abs_nonneg κ).trans_lt ha
  have c : Continuous fun w : ℝ => √(w ^ 2 - 1) := by fun_prop
  have t0 : Tendsto (fun w : ℝ => √(w ^ 2 - 1)) (𝓝[>] 1) (𝓝[>] 0) := by
    refine tendsto_nhdsWithin_iff.mpr
      ⟨(c.tendsto' 1 0 (by simp)).mono_left nhdsWithin_le_nhds, ?_⟩
    filter_upwards [self_mem_nhdsWithin] with w hw
    have hw' : 1 < w := hw
    exact Real.sqrt_pos.mpr (by nlinarith)
  have t1 : Tendsto (fun w : ℝ => (√(w ^ 2 - 1))⁻¹) (𝓝[>] 1) atTop :=
    tendsto_inv_nhdsGT_zero.comp t0
  have t2 : Tendsto (fun w : ℝ => π * (a * (√(w ^ 2 - 1))⁻¹ + -√(a ^ 2 - κ ^ 2)))
      (𝓝[>] 1) atTop :=
    (tendsto_atTop_add_const_right _ _ (t1.const_mul_atTop ha0)).const_mul_atTop pi_pos
  -- comparison with a / √(w² - 1)
  refine tendsto_atTop_mono' _ ?_ t2
  filter_upwards [self_mem_nhdsWithin] with w hw
  have hw' : 1 < w := hw
  have h : a * (√(w ^ 2 - 1))⁻¹ ≤ a * w * (√(w ^ 2 - 1))⁻¹ :=
    mul_le_mul_of_nonneg_right (by nlinarith) (inv_nonneg.mpr (Real.sqrt_nonneg _))
  rw [tunnelExponent_eq hw' ha, div_eq_mul_inv]
  exact mul_le_mul_of_nonneg_left (by linarith) pi_pos.le
```

The barrier factor is the composition of \(2S \to \infty\) with \(e^{-x} \to 0\).

```lean
/-- For `a > |κ|` the barrier factor `exp (-2 S)` of the tunnelling exponent `S` tends to zero
as `w → 1⁺`. -/
theorem barrierFactor_tendsto_zero {κ a : ℝ} (ha : |κ| < a) :
    Tendsto (fun w => exp (-(2 * tunnelExponent κ a w))) (𝓝[>] 1) (𝓝 0) :=
  Real.tendsto_exp_neg_atTop_nhds_zero.comp
    ((tunnelExponent_tendsto_atTop ha).const_mul_atTop two_pos)

end

end SupercriticalBarrier
```

```lean
#print axioms SupercriticalBarrier.q2_pos_iff
-- 'SupercriticalBarrier.q2_pos_iff' depends on axioms: [propext, Classical.choice, Quot.sound]
#print axioms SupercriticalBarrier.tunnelExponent_gt
-- 'SupercriticalBarrier.tunnelExponent_gt' depends on axioms: [propext, Classical.choice, Quot.sound]
#print axioms SupercriticalBarrier.tunnelExponent_tendsto_atTop
-- 'SupercriticalBarrier.tunnelExponent_tendsto_atTop' depends on axioms: [propext, Classical.choice, Quot.sound]
#print axioms SupercriticalBarrier.barrierFactor_tendsto_zero
-- 'SupercriticalBarrier.barrierFactor_tendsto_zero' depends on axioms: [propext, Classical.choice, Quot.sound]
```

## Evaluating the exponent in a program

A program takes \(a\), \(\kappa\) and a resonance energy \(E = -w\) found elsewhere, tests \(w > 1\) and \(a > |\kappa|\), and evaluates the closed form. For the values \(a = w = 5/4\), \(\kappa = -1\), chosen for simple arithmetic and not as the resonance energy of an actual nucleus, both \(\sqrt{w^2 - 1}\) and \(\sqrt{a^2 - \kappa^2}\) equal \(3/4\), so \(S = \pi(25/12 - 3/4) = 4\pi/3\) and \(e^{-2S} \approx 2.3 \times 10^{-4}\), with \(r_1 \approx 0.19\) and \(r_2 \approx 5.37\). These numbers and the advice on numerics that follows come from ordinary arithmetic and are not among the theorems. Near \(w = 1\) the formula \((a w - D)/A\) is a ratio of two small numbers, and the product relation gives the equivalent form \(r_1 = (a^2 - \kappa^2)/(a w + D)\) without the cancellation. The outer radius grows like \(2a/A\), so a radial grid that is meant to reach the outer oscillatory region has to grow with it. When the potential is modified by screening, \(S\) is computed by quadrature, and the Coulomb value serves as a check of how the routine treats the square-root zeros at the endpoints.
